# For a fixed bounded spectral function continuous at the Fermi level, −(β/π) G(β/2) tends to A(0) on cooling

## A flat spectrum seen at half the imaginary-time interval

Take fermions at inverse temperature $\beta$ whose spectral density has the same value $c>0$ at every energy $x$, measured from the Fermi level. This is an idealisation of a very wide band, since the total spectral weight is infinite. Their Green's function at imaginary time $\beta/2$ is

$$G(\beta/2)=-\int_{-\infty}^{\infty}\frac{c}{2\cosh(\beta x/2)}\,dx=-\frac{\pi c}{\beta}.$$

Multiplying by $-\beta/\pi$ returns $c$ at every temperature. The factor $1/(2\cosh(\beta x/2))$ is a window centred on the Fermi level, with width of order $1/\beta$ and area $\pi/\beta$. If the density varies with energy, cooling narrows the window until only the density near $x=0$ counts.

## Fermi-level density from imaginary-time data

Many simulations of fermions produce $G(\tau)$ for $0<\tau<\beta$, while the quantity of interest is often the spectral function $A$ at the Fermi level, which helps to tell a metal from a gapped state. The two are related by the Lehmann integral

$$G(\tau)=-\int_{-\infty}^{\infty}\frac{e^{-\tau x}}{1+e^{-\beta x}}\,A(x)\,dx .$$

Recovering all of $A$ from noisy values of $G$ is ill-conditioned. The density-of-states proxy

$$D(\beta)=-\frac{\beta}{\pi}\,G(\beta/2)$$

needs a single value of $G$ and estimates $A(0)$ alone.

The energy $x$ is often written $\omega$. Here $A$ carries no factor $2\pi$: for one orbital and one spin it would integrate to 1. With the other common normalisation, $\int A\,d\omega=2\pi$, the proxy estimates $A(0)/2\pi$.

## From the midpoint kernel to the limit

**The kernel.** At $\tau=\beta/2$, multiply numerator and denominator by $e^{\beta x/2}$:

$$\frac{e^{-\beta x/2}}{1+e^{-\beta x}}=\frac{1}{e^{\beta x/2}+e^{-\beta x/2}}=\frac{1}{2\cosh(\beta x/2)}.$$

**The rescaling.** For $\beta>0$ put $x=2u/\beta$, so that $dx=(2/\beta)\,du$:

$$D(\beta)=\frac{\beta}{\pi}\int\frac{A(x)}{2\cosh(\beta x/2)}\,dx=\frac1\pi\int\frac{A(2u/\beta)}{\cosh u}\,du .$$

The weight no longer depends on temperature.

**The weight.** Since $e^{|u|}\ge 1+|u|+u^2/2$, we have $\cosh u\ge e^{|u|}/2\ge(1+u^2)/4$. Hence $1/\cosh u\le 4/(1+u^2)$, which is integrable. Moreover,

$$\frac{d}{du}\arctan(\sinh u)=\frac{\cosh u}{1+\sinh^2u}=\frac1{\cosh u}.$$

The antiderivative runs from $-\pi/2$ through $0$ to $\pi/2$, so each half-line contributes $\pi/2$. For $A=c$ this gives $D(\beta)=c$.

**The limit.** Let $A$ be measurable with $|A|\le M$, and let it have limits $a$ from below and $b$ from above the Fermi level. For fixed $u<0$ the energy $2u/\beta$ tends to zero from below, so $A(2u/\beta)\to a$; for fixed $u>0$ the limit is $b$. The integrand is bounded by $M/\cosh u$ for all $\beta$, so dominated convergence gives

$$D(\beta)\to\frac1\pi\left(a\,\frac\pi2+b\,\frac\pi2\right)=\frac{a+b}{2}.$$

If $A$ is continuous at zero, then $a=b=A(0)$ and $D(\beta)\to A(0)$. If the Fermi level sits at a step-like band edge, with density $0$ below and $b$ above, the proxy tends to $b/2$.

## A rectangular band in numbers

Let $A(x)=1/2$ for $|x|<1$ and zero elsewhere, with energies in units of the half-bandwidth. The rescaled integral runs over $|u|<\beta/2$, and

$$D(\beta)=\frac{1}{\pi}\arctan\bigl(\sinh(\beta/2)\bigr).$$

At $\beta=4$, $\sinh 2\approx3.627$ and $D\approx0.414$. At $\beta=10$, $\sinh5\approx74.20$ and $D\approx0.496$. The limit is $A(0)=0.5$; the deficit comes from the part of the window that reaches beyond the band edges.

## The midpoint slice in quantum Monte Carlo

A determinant quantum Monte Carlo run at $\beta=8$ with 80 time slices has spacing $0.1$, so $\tau=\beta/2$ is slice 40. If the site-averaged local Green's function there is $-0.10$, the proxy is $(8/\pi)\times0.10\approx0.25$ states per unit energy, per site and spin. Runs at several temperatures then show whether this number levels off, falls or grows on cooling over the range studied.

## What the Lean theorems say

`greens A β τ` is the Lehmann integral above, and `dosProxy A β` is $D(\beta)$. The spectral function is a map `A : ℝ → ℝ`; neither positivity nor normalisation is required. The definitions accept all real `β` and `τ`, although the physical range is $\beta>0$, $0<\tau<\beta$.

The final theorem, `dosProxy_tendsto_fermi_level`, has three hypotheses:

- `hA` says that `A` is measurable.
- `hM` says that $|A(x)|\le M$ at every energy, which excludes infinitely sharp levels and divergent van Hove peaks.
- `h0` says that `A` is continuous at the Fermi level. Elsewhere it may jump.

Its conclusion has two parts: the integral with the $\cosh$ window tends to `A 0`, and so does $-(\beta/\pi)G(\beta/2)$. `Tendsto … atTop (𝓝 (A 0))` expresses the limit $\beta\to\infty$. Every bounded continuous `A` satisfies the hypotheses.

`dosProxy_tendsto_mean` replaces continuity by the one-sided limits `a` and `b`. The filters `𝓝[<] 0` and `𝓝[>] 0` leave out the point zero, so the value `A 0` plays no part.

In both limits `A` stays fixed while $\beta$ grows. This suits non-interacting electrons in a fixed band structure at fixed chemical potential, provided that their density of states meets the hypotheses. In an interacting system the spectral function itself changes with temperature. The rescaled formula still applies at each separate $\beta$, but passing to the zero-temperature density needs additional control of how $A$ changes near the Fermi level.

A finite cluster has discrete levels, which are delta peaks and not a bounded function. One level at energy $\varepsilon$ with unit weight gives $D(\beta)=\beta/(2\pi\cosh(\beta\varepsilon/2))$, which tends to zero for $\varepsilon\ne0$ and diverges for $\varepsilon=0$. Once the thermal window is much narrower than the level spacing, the proxy reflects single levels near the Fermi level and no longer a smooth density.

## The complete Lean source

```lean
import Mathlib

open Filter MeasureTheory Topology
open scoped Real

namespace DensityOfStatesProxy

noncomputable section

/-- The fermionic imaginary-time Green's function in Lehmann form, for a spectral function `A`,
inverse temperature `β > 0` and imaginary time `0 < τ < β`; energies are measured from the
Fermi level. -/
def greens (A : ℝ → ℝ) (β τ : ℝ) : ℝ :=
  -∫ x, Real.exp (-(τ * x)) / (1 + Real.exp (-(β * x))) * A x

/-- The density-of-states proxy: the Green's function at the midpoint `τ = β/2`,
multiplied by `-β/π`. -/
def dosProxy (A : ℝ → ℝ) (β : ℝ) : ℝ := -(β / π) * greens A β (β / 2)

/-- At the midpoint `τ = β/2` the Green's function is minus the integral of
`A x / (2 cosh (β x / 2))` over all real `x`. -/
theorem greens_midpoint (A : ℝ → ℝ) (β : ℝ) :
    greens A β (β / 2) = -∫ x, A x / (2 * Real.cosh (β * x / 2)) := by
  have h : ∀ x, Real.exp (-(β / 2 * x)) / (1 + Real.exp (-(β * x))) * A x
      = A x / (2 * Real.cosh (β * x / 2)) := by
    intro x
    -- express every exponential through `E = exp (-β x / 2)`
    have h1 : Real.exp (-(β * x)) = Real.exp (-(β / 2 * x)) * Real.exp (-(β / 2 * x)) := by
      rw [← Real.exp_add]
      congr 1
      ring
    have h2 : Real.exp (β * x / 2) = (Real.exp (-(β / 2 * x)))⁻¹ := by
      rw [← Real.exp_neg]
      congr 1
      ring
    have h3 : Real.exp (-(β * x / 2)) = Real.exp (-(β / 2 * x)) := by
      congr 1
      ring
    rw [Real.cosh_eq, h1, h2, h3]
    have hE : Real.exp (-(β / 2 * x)) ≠ 0 := Real.exp_ne_zero _
    generalize Real.exp (-(β / 2 * x)) = E at hE ⊢
    have h4 : 2 * ((E⁻¹ + E) / 2) = (1 + E * E) / E := by
      rw [eq_div_iff hE]
      linear_combination inv_mul_cancel₀ hE
    rw [h4, div_div_eq_mul_div]
    ring
  simp only [greens, h]

/-- The thermal window `1 / cosh u` is integrable over the real line. -/
theorem integrable_window : Integrable (fun u : ℝ => (Real.cosh u)⁻¹) := by
  refine (integrable_inv_one_add_sq.const_mul 4).mono'
    Real.continuous_cosh.measurable.inv.aestronglyMeasurable (ae_of_all _ fun u => ?_)
  rw [Real.norm_eq_abs, abs_of_pos (inv_pos.2 (Real.cosh_pos u))]
  -- `cosh u ≥ exp |u| / 2 ≥ (1 + u²) / 4`
  have h1 := Real.quadratic_le_exp_of_nonneg (abs_nonneg u)
  have h2 : Real.cosh u = (Real.exp |u| + Real.exp (-|u|)) / 2 := by
    rw [← Real.cosh_eq, Real.cosh_abs]
  have h3 : (1 + u ^ 2) / 4 ≤ Real.cosh u := by
    rw [h2]
    nlinarith [Real.exp_pos (-|u|), abs_nonneg u, sq_abs u]
  have h4 : (0 : ℝ) < 1 + u ^ 2 := by positivity
  rw [← div_eq_mul_inv, inv_eq_one_div, div_le_div_iff₀ (Real.cosh_pos u) h4]
  linarith

/-- The window `1 / cosh u` has integral `π/2` over each of the half-lines `u ≤ 0` and `u > 0`. -/
theorem window_halves :
    (∫ u in Set.Iic (0 : ℝ), (Real.cosh u)⁻¹) = π / 2 ∧
      (∫ u in Set.Ioi (0 : ℝ), (Real.cosh u)⁻¹) = π / 2 := by
  -- the antiderivative is `arctan (sinh u)`
  have hd : ∀ u : ℝ, HasDerivAt (fun v => Real.arctan (Real.sinh v)) (Real.cosh u)⁻¹ u := by
    intro u
    refine (Real.hasDerivAt_sinh u).arctan.congr_deriv ?_
    have hc := (Real.cosh_pos u).ne'
    rw [show 1 + Real.sinh u ^ 2 = Real.cosh u ^ 2 by rw [Real.cosh_sq]; ring]
    field_simp
  have htop : Tendsto Real.sinh atTop atTop :=
    tendsto_atTop_mono' atTop
      ((eventually_ge_atTop 0).mono fun x hx => Real.self_le_sinh_iff.2 hx) tendsto_id
  have hbot : Tendsto Real.sinh atBot atBot :=
    tendsto_atBot_mono' atBot
      ((eventually_le_atBot 0).mono fun x hx => Real.sinh_le_self_iff.2 hx) tendsto_id
  constructor
  · rw [integral_Iic_of_hasDerivAt_of_tendsto' (fun u _ => hd u)
      integrable_window.integrableOn
      ((Real.tendsto_arctan_atBot.mono_right nhdsWithin_le_nhds).comp hbot)]
    rw [Real.sinh_zero, Real.arctan_zero]
    ring
  · rw [integral_Ioi_of_hasDerivAt_of_tendsto' (fun u _ => hd u)
      integrable_window.integrableOn
      ((Real.tendsto_arctan_atTop.mono_right nhdsWithin_le_nhds).comp htop)]
    rw [Real.sinh_zero, Real.arctan_zero]
    ring

/-- For `β > 0` the proxy averages the spectral function over energies `2u/β` with the
temperature-independent weight `1 / (π cosh u)`. -/
theorem dosProxy_rescaled (A : ℝ → ℝ) {β : ℝ} (hβ : 0 < β) :
    dosProxy A β = π⁻¹ * ∫ u, A (2 / β * u) * (Real.cosh u)⁻¹ := by
  have key := Measure.integral_comp_mul_left
    (fun u => A (2 / β * u) * (Real.cosh u)⁻¹) (β / 2)
  have h : ∀ x, A (2 / β * (β / 2 * x)) * (Real.cosh (β / 2 * x))⁻¹
      = 2 * (A x / (2 * Real.cosh (β * x / 2))) := by
    intro x
    rw [show 2 / β * (β / 2 * x) = x by field_simp, show β / 2 * x = β * x / 2 by ring]
    ring
  have hb : 0 < β / 2 := by positivity
  simp only [h, integral_const_mul, smul_eq_mul] at key
  rw [abs_of_pos (inv_pos.2 hb)] at key
  have hJ := (inv_mul_eq_iff_eq_mul₀ hb.ne').1 key.symm
  rw [dosProxy, greens_midpoint]
  linear_combination (-π⁻¹) * hJ

/-- For an energy-independent spectral function the proxy is exact at every `β > 0`. -/
theorem dosProxy_flat (c : ℝ) {β : ℝ} (hβ : 0 < β) : dosProxy (fun _ => c) β = c := by
  have h := integral_add_compl (measurableSet_Iic (a := (0 : ℝ))) integrable_window
  rw [Set.compl_Iic, window_halves.1, window_halves.2] at h
  rw [dosProxy_rescaled _ hβ, integral_const_mul, ← h]
  have hp := Real.pi_ne_zero
  field_simp
  ring

/-- If a bounded measurable spectral function has limits `a` from below and `b` from above the
Fermi level, the proxy tends to their mean as `β → ∞`. -/
theorem dosProxy_tendsto_mean {A : ℝ → ℝ} {M a b : ℝ} (hA : Measurable A)
    (hM : ∀ x, |A x| ≤ M) (ha : Tendsto A (𝓝[<] 0) (𝓝 a)) (hb : Tendsto A (𝓝[>] 0) (𝓝 b)) :
    Tendsto (dosProxy A) atTop (𝓝 ((a + b) / 2)) := by
  let g : ℝ → ℝ := fun u => (Real.cosh u)⁻¹
  have hg : Integrable g := integrable_window
  -- dominated convergence in the rescaled energy `u`
  have hlim : Tendsto (fun β : ℝ => ∫ u, A (2 / β * u) * (Real.cosh u)⁻¹) atTop
      (𝓝 (∫ u, (a * (Set.Iic 0).indicator g u + b * (Set.Ioi 0).indicator g u))) := by
    refine tendsto_integral_filter_of_dominated_convergence (fun u => M * g u)
      (Eventually.of_forall fun β => ?_) (Eventually.of_forall fun β => ae_of_all _ fun u => ?_)
      (hg.const_mul M) ?_
    · exact ((hA.comp (measurable_const.mul measurable_id)).mul
        Real.continuous_cosh.measurable.inv).aestronglyMeasurable
    · have hc := inv_pos.2 (Real.cosh_pos u)
      rw [Real.norm_eq_abs, abs_mul, abs_of_pos hc]
      exact mul_le_mul_of_nonneg_right (hM _) hc.le
    · filter_upwards [compl_mem_ae_iff.2 (measure_singleton (0 : ℝ))] with u hu
      have h0 : Tendsto (fun β : ℝ => 2 / β * u) atTop (𝓝 0) := by
        have h := ((tendsto_const_nhds (x := (2 : ℝ))).div_atTop
          (tendsto_id (α := ℝ) (x := atTop))).mul_const u
        rw [zero_mul] at h
        exact h
      rcases lt_or_gt_of_ne (show u ≠ 0 from hu) with h | h
      · rw [Set.indicator_of_mem (show u ∈ Set.Iic (0 : ℝ) from h.le),
          Set.indicator_of_notMem (show u ∉ Set.Ioi (0 : ℝ) from not_lt_of_ge h.le),
          mul_zero, add_zero]
        exact (ha.comp (tendsto_nhdsWithin_iff.2 ⟨h0, (eventually_gt_atTop 0).mono
          fun β hβ => mul_neg_of_pos_of_neg (div_pos two_pos hβ) h⟩)).mul_const _
      · rw [Set.indicator_of_notMem (show u ∉ Set.Iic (0 : ℝ) from not_le_of_gt h),
          Set.indicator_of_mem (show u ∈ Set.Ioi (0 : ℝ) from h), mul_zero, zero_add]
        exact (hb.comp (tendsto_nhdsWithin_iff.2 ⟨h0, (eventually_gt_atTop 0).mono
          fun β hβ => mul_pos (div_pos two_pos hβ) h⟩)).mul_const _
  -- each side of the Fermi level contributes half of the total weight `π`
  have hval : (∫ u, (a * (Set.Iic 0).indicator g u + b * (Set.Ioi 0).indicator g u))
      = a * (π / 2) + b * (π / 2) := by
    rw [integral_add ((hg.indicator measurableSet_Iic).const_mul a)
      ((hg.indicator measurableSet_Ioi).const_mul b), integral_const_mul, integral_const_mul,
      integral_indicator measurableSet_Iic, integral_indicator measurableSet_Ioi,
      window_halves.1, window_halves.2]
  rw [hval] at hlim
  have hfin := hlim.const_mul π⁻¹
  rw [show π⁻¹ * (a * (π / 2) + b * (π / 2)) = (a + b) / 2 by
    linear_combination ((a + b) / 2) * inv_mul_cancel₀ Real.pi_ne_zero] at hfin
  exact hfin.congr' ((eventually_gt_atTop 0).mono fun β hβ => (dosProxy_rescaled A hβ).symm)

/-- For a bounded measurable spectral function that is continuous at the Fermi level,
`(β/π) ∫ A(x) / (2 cosh (β x / 2)) dx`, which is `-(β/π) G(β/2)`, tends to `A 0` as `β → ∞`. -/
theorem dosProxy_tendsto_fermi_level {A : ℝ → ℝ} {M : ℝ} (hA : Measurable A)
    (hM : ∀ x, |A x| ≤ M) (h0 : ContinuousAt A 0) :
    Tendsto (fun β : ℝ => β / π * ∫ x, A x / (2 * Real.cosh (β * x / 2))) atTop (𝓝 (A 0)) ∧
      Tendsto (fun β : ℝ => -(β / π) * greens A β (β / 2)) atTop (𝓝 (A 0)) := by
  have h := dosProxy_tendsto_mean hA hM (h0.tendsto.mono_left nhdsWithin_le_nhds)
    (h0.tendsto.mono_left nhdsWithin_le_nhds)
  rw [add_self_div_two] at h
  refine ⟨h.congr fun β => ?_, h⟩
  rw [dosProxy, greens_midpoint]
  ring

end

end DensityOfStatesProxy
```

```lean
#print axioms DensityOfStatesProxy.dosProxy_flat
-- 'DensityOfStatesProxy.dosProxy_flat' depends on axioms: [propext, Classical.choice, Quot.sound]
#print axioms DensityOfStatesProxy.dosProxy_tendsto_fermi_level
-- 'DensityOfStatesProxy.dosProxy_tendsto_fermi_level' depends on axioms: [propext, Classical.choice, Quot.sound]
```

## From pointwise algebra to dominated convergence

`greens_midpoint` proves the kernel identity at each energy. It writes every exponential in terms of $E=e^{-\beta x/2}$, which leaves the algebraic identity $E^{-1}+E=(1+E^2)/E$. Equal integrands then give equal integrals.

`integrable_window` is the comparison with $4/(1+u^2)$. Mathlib supplies the quadratic lower bound on the exponential, and `nlinarith` turns it into $(1+u^2)/4\le\cosh u$.

`window_halves` first establishes the derivative of $\arctan(\sinh u)$. The limits of $\sinh$ at $\pm\infty$ follow from comparison with $u$ itself, and the fundamental theorem of calculus on each half-line gives $\pi/2$.

`dosProxy_rescaled` performs the substitution with `Measure.integral_comp_mul_left`, the rule for an integral under $x\mapsto(\beta/2)x$. The hypothesis `0 < β` makes the scale factor positive and allows $(2/\beta)(\beta/2)x$ to be simplified to $x$. `dosProxy_flat` then adds the two halves of the window and recovers the constant.

`dosProxy_tendsto_mean` carries the limit. Its limiting integrand is $a/\cosh u$ on `Set.Iic 0` and $b/\cosh u$ on `Set.Ioi 0`, written with indicator functions. The dominating function is `M * g u`, where `g` is the window. Pointwise convergence is proved for $u\ne0$, with one case for each sign. At $u=0$ the integrand is always $A(0)$, which need not equal $a$ or $b$, but a single point has measure zero. The half-line integrals evaluate the limit, and `dosProxy_rescaled` carries it back to the proxy for all positive $\beta$.

`dosProxy_tendsto_fermi_level` obtains both one-sided limits from continuity and simplifies $(A(0)+A(0))/2$ to $A(0)$. This is already the statement about $G(\beta/2)$; `greens_midpoint` converts it into the one about the $\cosh$ integral.
